# Dynamical DMRG: the broadened spectral function as the minimum of a quadratic functional

A weak probe, such as an oscillating electric field, excites a molecule out of its ground state, and the response at one frequency has to be found although the excited states are far too many to compute one by one. For a Hermitian Hamiltonian on a finite-dimensional space, the spectral function that describes the absorption, broadened to a finite line width, follows from minimising a functional of a single trial vector.

```lean
import Mathlib

open Complex

namespace DynamicalDMRG

noncomputable section

variable {E : Type*} [NormedAddCommGroup E] [InnerProductSpace ℂ E]

/-- The Hamiltonian measured from the real energy `w`, `H - w`. -/
def detuning (H : Module.End ℂ E) (w : ℝ) : Module.End ℂ E := H - (w : ℂ) • 1

/-- The operator `M = (H - w)² + η²`. -/
def normalOp (H : Module.End ℂ E) (w η : ℝ) : Module.End ℂ E :=
  detuning H w * detuning H w + ((η : ℂ) ^ 2) • 1

/-- The operator `w + iη - H`, whose inverse is the Green's operator. -/
def greenDenominator (H : Module.End ℂ E) (w η : ℝ) : Module.End ℂ E :=
  ((w : ℂ) + η * I) • 1 - H

/-- The Green's operator `(w + iη - H)⁻¹`, meant for `w + iη - H` invertible. -/
def greenOp (H : Module.End ℂ E) (w η : ℝ) : Module.End ℂ E :=
  Ring.inverse (greenDenominator H w η)

/-- The dynamical DMRG functional `W(x) = ⟨x, M x⟩ + 2 η Re ⟨b, x⟩`. -/
def functional (H : Module.End ℂ E) (w η : ℝ) (b x : E) : ℝ :=
  (inner ℂ x (normalOp H w η x)).re + 2 * η * (inner ℂ b x).re

/-- The vector `x₀ = -η M⁻¹ b`, meant for `M` invertible. -/
def minimizer (H : Module.End ℂ E) (w η : ℝ) (b : E) : E :=
  (-(η : ℂ)) • (Ring.inverse (normalOp H w η)) b

/-- The broadened spectral function `-(1/π) Im ⟨b, (w + iη - H)⁻¹ b⟩`,
meant for `w + iη - H` invertible. -/
def spectralFunction (H : Module.End ℂ E) (w η : ℝ) (b : E) : ℝ :=
  -(1 / Real.pi) * (inner ℂ b (greenOp H w η b)).im

/-- The operator norm `‖H - w‖` on a finite-dimensional space. -/
def detuningNorm [FiniteDimensional ℂ E] (H : Module.End ℂ E) (w : ℝ) : ℝ :=
  ‖LinearMap.toContinuousLinearMap (detuning H w)‖

variable {H : Module.End ℂ E} {w η : ℝ}

/-- For Hermitian `H` and real `w`, the operator `H - w` is Hermitian. -/
theorem detuning_symmetric (hH : LinearMap.IsSymmetric H) (x y : E) :
    inner ℂ (detuning H w x) y = inner ℂ x (detuning H w y) := by
  have h : inner ℂ (H x) y = inner ℂ x (H y) := hH x y
  simp only [detuning, LinearMap.sub_apply, LinearMap.smul_apply, Module.End.one_apply,
    inner_sub_left, inner_sub_right, inner_smul_left, inner_smul_right, Complex.conj_ofReal, h]

/-- For Hermitian `H`, the matrix elements of `M` are
`⟨x, M y⟩ = ⟨(H - w) x, (H - w) y⟩ + η² ⟨x, y⟩`. -/
theorem inner_normalOp (hH : LinearMap.IsSymmetric H) (x y : E) :
    inner ℂ x (normalOp H w η y) =
      inner ℂ (detuning H w x) (detuning H w y) + ((η ^ 2 : ℝ) : ℂ) * inner ℂ x y := by
  have hM : normalOp H w η y = detuning H w (detuning H w y) + ((η : ℂ) ^ 2) • y := rfl
  rw [hM, inner_add_right, inner_smul_right, detuning_symmetric hH, Complex.ofReal_pow]

/-- For Hermitian `H`, the expectation value of `M` is the real number
`‖(H - w) x‖² + η² ‖x‖²`. -/
theorem expectation_normalOp (hH : LinearMap.IsSymmetric H) (x : E) :
    inner ℂ x (normalOp H w η x) =
      ((‖detuning H w x‖ ^ 2 + η ^ 2 * ‖x‖ ^ 2 : ℝ) : ℂ) := by
  have hn : ∀ y : E, inner ℂ y y = ((‖y‖ ^ 2 : ℝ) : ℂ) := fun y => by
    rw [Complex.ofReal_pow]
    exact inner_self_eq_norm_sq_to_K y
  rw [inner_normalOp hH, hn, hn, Complex.ofReal_add, Complex.ofReal_mul]

variable [FiniteDimensional ℂ E]

/-- For Hermitian `H` in finite dimension and `η ≠ 0`, both `M` and `w + iη - H`
are invertible. -/
theorem isUnit_operators (hH : LinearMap.IsSymmetric H) (hη : η ≠ 0) :
    IsUnit (normalOp H w η) ∧ IsUnit (greenDenominator H w η) := by
  -- M has trivial kernel because its expectation value is at least η² ‖x‖²
  have hker : ∀ x : E, normalOp H w η x = 0 → x = 0 := by
    intro x hx
    have h := expectation_normalOp (w := w) (η := η) hH x
    rw [hx, inner_zero_right] at h
    have h0 := Complex.ofReal_eq_zero.mp h.symm
    by_contra hne
    have hpos : 0 < ‖x‖ := norm_pos_iff.mpr hne
    have : 0 < η ^ 2 * ‖x‖ ^ 2 := by positivity
    linarith [sq_nonneg ‖detuning H w x‖]
  refine ⟨(LinearMap.isUnit_iff_ker_eq_bot _).mpr (LinearMap.ker_eq_bot'.mpr hker),
    (LinearMap.isUnit_iff_ker_eq_bot _).mpr (LinearMap.ker_eq_bot'.mpr fun x hx => hker x ?_)⟩
  -- a null vector of w + iη - H is also a null vector of M
  have hD : detuning H w x = ((η : ℂ) * I) • x := by
    have h : ((w : ℂ) + η * I) • x - H x = 0 := hx
    have h' : detuning H w x = H x - (w : ℂ) • x := rfl
    rw [h', ← sub_eq_zero.mp h]
    module
  have hM : normalOp H w η x = detuning H w (detuning H w x) + ((η : ℂ) ^ 2) • x := rfl
  have hc : (η : ℂ) * I * (η * I) + (η : ℂ) ^ 2 = 0 := by
    linear_combination (η : ℂ) ^ 2 * Complex.I_sq
  rw [hM, hD, map_smul, hD, smul_smul, ← add_smul, hc, zero_smul]

/-- For Hermitian `H` in finite dimension and `η ≠ 0`, the vector `x₀` solves the linear system
`M x₀ = -η b`. -/
theorem normalOp_minimizer (hH : LinearMap.IsSymmetric H) (hη : η ≠ 0) (b : E) :
    normalOp H w η (minimizer H w η b) = (-(η : ℂ)) • b := by
  have hb : normalOp H w η (Ring.inverse (normalOp H w η) b) = b :=
    LinearMap.congr_fun (Ring.mul_inverse_cancel _ (isUnit_operators hH hη).1) b
  rw [minimizer, map_smul, hb]

/-- Completing the square: for Hermitian `H` in finite dimension and `η ≠ 0`, the functional exceeds
its value at `x₀` by `‖(H - w)(x - x₀)‖² + η² ‖x - x₀‖²`. -/
theorem functional_eq_add (hH : LinearMap.IsSymmetric H) (hη : η ≠ 0) (b x : E) :
    functional H w η b x = functional H w η b (minimizer H w η b) +
      (‖detuning H w (x - minimizer H w η b)‖ ^ 2 + η ^ 2 * ‖x - minimizer H w η b‖ ^ 2) := by
  have hx₀ := normalOp_minimizer (w := w) hH hη b
  generalize minimizer H w η b = x₀ at hx₀ ⊢
  have hsymm : ∀ u v : E, (inner ℂ u v).re = (inner ℂ v u).re :=
    fun u v => inner_re_symm (𝕜 := ℂ) u v
  have hq := congrArg Complex.re (expectation_normalOp (w := w) (η := η) hH (x - x₀))
  rw [Complex.ofReal_re] at hq
  -- the cross terms are fixed by the linear system
  have h1 : ∀ y : E, (inner ℂ y (normalOp H w η x₀)).re = -η * (inner ℂ b y).re := by
    intro y
    rw [hx₀, inner_smul_right, ← Complex.ofReal_neg, Complex.re_ofReal_mul, hsymm y b]
  have h2 : (inner ℂ x₀ (normalOp H w η x)).re = (inner ℂ x (normalOp H w η x₀)).re := by
    rw [inner_normalOp hH, inner_normalOp hH, Complex.add_re, Complex.add_re,
      Complex.re_ofReal_mul, Complex.re_ofReal_mul, hsymm x₀ x,
      hsymm (detuning H w x₀) (detuning H w x)]
  rw [← hq, map_sub, inner_sub_left, inner_sub_right, inner_sub_right]
  simp only [functional, Complex.sub_re]
  rw [h2, h1, h1]
  ring

/-- For Hermitian `H` in finite dimension and `η ≠ 0`, the correction vector is
`(w + iη - H)⁻¹ b = η⁻¹ (H - w) x₀ + i x₀`. -/
theorem correction_vector (hH : LinearMap.IsSymmetric H) (hη : η ≠ 0) (b : E) :
    greenOp H w η b = (η : ℂ)⁻¹ • detuning H w (minimizer H w η b) +
      I • minimizer H w η b := by
  have hx₀ := normalOp_minimizer (w := w) hH hη b
  generalize minimizer H w η b = x₀ at hx₀ ⊢
  have hc : (η : ℂ) ≠ 0 := Complex.ofReal_ne_zero.mpr hη
  have hDD : detuning H w (detuning H w x₀) = (-(η : ℂ)) • b - ((η : ℂ) ^ 2) • x₀ :=
    eq_sub_of_add_eq hx₀
  have hR : ∀ y : E, greenDenominator H w η y = ((η : ℂ) * I) • y - detuning H w y := by
    intro y
    simp only [greenDenominator, detuning, LinearMap.sub_apply, LinearMap.smul_apply,
      Module.End.one_apply]
    module
  have h1 : (η : ℂ) * I * (η : ℂ)⁻¹ = I := by field_simp
  have h2 : (η : ℂ) * I * I = -η := by linear_combination (η : ℂ) * Complex.I_sq
  have h3 : (η : ℂ)⁻¹ * (-(η : ℂ)) = -1 := by field_simp
  have h4 : (η : ℂ)⁻¹ * (η : ℂ) ^ 2 = η := by field_simp
  -- the proposed vector solves (w + iη - H) g = b
  have hg : greenDenominator H w η ((η : ℂ)⁻¹ • detuning H w x₀ + I • x₀) = b := by
    rw [hR, map_add, map_smul, map_smul, hDD]
    simp only [smul_add, smul_sub, smul_smul, h1, h2, h3, h4]
    module
  have hinv := LinearMap.congr_fun
    (Ring.inverse_mul_cancel _ (isUnit_operators (w := w) hH hη).2)
    ((η : ℂ)⁻¹ • detuning H w x₀ + I • x₀)
  calc greenOp H w η b
      = greenOp H w η (greenDenominator H w η ((η : ℂ)⁻¹ • detuning H w x₀ + I • x₀)) := by
        rw [hg]
    _ = _ := hinv

/-- Dynamical variational principle: for Hermitian `H` in finite dimension and `η ≠ 0`,
`x₀ = -η M⁻¹ b` is the unique minimizer of `W`, and `W(x₀) = η Im ⟨b, (w + iη - H)⁻¹ b⟩`. -/
theorem dynamical_variational_principle (hH : LinearMap.IsSymmetric H) (hη : η ≠ 0) (b : E) :
    (∀ x, x ≠ minimizer H w η b →
      functional H w η b (minimizer H w η b) < functional H w η b x) ∧
    functional H w η b (minimizer H w η b) = η * (inner ℂ b (greenOp H w η b)).im := by
  constructor
  · intro x hx
    have hpos : 0 < ‖x - minimizer H w η b‖ := norm_pos_iff.mpr (sub_ne_zero.mpr hx)
    have : 0 < η ^ 2 * ‖x - minimizer H w η b‖ ^ 2 := by positivity
    rw [functional_eq_add hH hη b x]
    linarith [sq_nonneg ‖detuning H w (x - minimizer H w η b)‖]
  · rw [correction_vector hH hη b]
    have hx₀ := normalOp_minimizer (w := w) hH hη b
    generalize minimizer H w η b = x₀ at hx₀ ⊢
    have hreal : ∀ y : E, (inner ℂ y (detuning H w y)).im = 0 := fun y =>
      Complex.conj_eq_iff_im.mp ((inner_conj_symm _ _).trans (detuning_symmetric hH y y))
    -- the overlap of b with (H - w) x₀ is real
    have h0 : (inner ℂ (detuning H w x₀) (normalOp H w η x₀)).im = 0 := by
      have hs := detuning_symmetric (w := w) hH (detuning H w x₀) x₀
      rw [inner_normalOp hH, Complex.add_im, Complex.im_ofReal_mul,
        detuning_symmetric hH (detuning H w x₀) (detuning H w x₀), hreal,
        detuning_symmetric hH x₀ x₀, hreal, mul_zero, add_zero]
    rw [hx₀, inner_smul_right, ← Complex.ofReal_neg, Complex.im_ofReal_mul] at h0
    have h1 : (inner ℂ b (detuning H w x₀)).im = 0 := by
      have h := (mul_eq_zero.mp h0).resolve_left (neg_ne_zero.mpr hη)
      rw [← inner_conj_symm, Complex.conj_im, h, neg_zero]
    have h2 : (inner ℂ x₀ b).re = (inner ℂ b x₀).re := inner_re_symm (𝕜 := ℂ) x₀ b
    rw [functional, hx₀, inner_add_right, inner_smul_right, inner_smul_right, inner_smul_right,
      ← Complex.ofReal_neg, ← Complex.ofReal_inv, Complex.re_ofReal_mul, Complex.add_im,
      Complex.im_ofReal_mul, h1, h2, Complex.I_mul_im]
    ring

/-- For Hermitian `H` in finite dimension, every eigenvalue of `M` is real and lies in
`[η², η² + ‖H - w‖²]`. -/
theorem eigenvalue_bounds (hH : LinearMap.IsSymmetric H) {μ : ℂ}
    (hμ : Module.End.HasEigenvalue (normalOp H w η) μ) :
    μ.im = 0 ∧ μ.re ∈ Set.Icc (η ^ 2) (η ^ 2 + detuningNorm H w ^ 2) := by
  obtain ⟨x, hx⟩ := hμ.exists_hasEigenvector
  have hpos : 0 < ‖x‖ ^ 2 := pow_pos (norm_pos_iff.mpr hx.2) 2
  have hn : inner ℂ x x = ((‖x‖ ^ 2 : ℝ) : ℂ) := by
    rw [Complex.ofReal_pow]
    exact inner_self_eq_norm_sq_to_K x
  have h := expectation_normalOp (w := w) (η := η) hH x
  rw [hx.apply_eq_smul, inner_smul_right, hn] at h
  have hre := congrArg Complex.re h
  have him := congrArg Complex.im h
  simp only [Complex.mul_re, Complex.ofReal_re, Complex.ofReal_im, mul_zero, sub_zero] at hre
  simp only [Complex.mul_im, Complex.ofReal_re, Complex.ofReal_im, mul_zero, zero_add] at him
  have hle : ‖detuning H w x‖ ≤ detuningNorm H w * ‖x‖ :=
    (LinearMap.toContinuousLinearMap (detuning H w)).le_opNorm x
  have hsq := pow_le_pow_left₀ (norm_nonneg _) hle 2
  rw [mul_pow] at hsq
  refine ⟨(mul_eq_zero.mp him).resolve_right hpos.ne', ?_, ?_⟩
  · exact le_of_mul_le_mul_right (by linarith [sq_nonneg ‖detuning H w x‖]) hpos
  · exact le_of_mul_le_mul_right (by linarith) hpos

/-- For Hermitian `H` in finite dimension and `η > 0`, the estimate `-W(x)/(πη)` never exceeds
the spectral function, and its error is at most `(η² + ‖H - w‖²) ‖x - x₀‖² / (πη)`. -/
theorem spectral_error (hH : LinearMap.IsSymmetric H) (hη : 0 < η) (b x : E) :
    0 ≤ spectralFunction H w η b - -functional H w η b x / (Real.pi * η) ∧
    spectralFunction H w η b - -functional H w η b x / (Real.pi * η) ≤
      (η ^ 2 + detuningNorm H w ^ 2) * ‖x - minimizer H w η b‖ ^ 2 / (Real.pi * η) := by
  have hpi := Real.pi_pos
  -- the error is the quadratic form of M at x - x₀, divided by πη
  have hA : spectralFunction H w η b - -functional H w η b x / (Real.pi * η) =
      (‖detuning H w (x - minimizer H w η b)‖ ^ 2 +
        η ^ 2 * ‖x - minimizer H w η b‖ ^ 2) / (Real.pi * η) := by
    rw [functional_eq_add hH hη.ne' b x, (dynamical_variational_principle hH hη.ne' b).2,
      spectralFunction]
    generalize (inner ℂ b (greenOp H w η b)).im = g
    generalize ‖detuning H w (x - minimizer H w η b)‖ ^ 2 +
      η ^ 2 * ‖x - minimizer H w η b‖ ^ 2 = q
    have h1 : (η * g + q) / (Real.pi * η) = g / Real.pi + q / (Real.pi * η) := by
      rw [add_div, mul_comm Real.pi η, mul_div_mul_left _ _ hη.ne']
    rw [neg_div, h1]
    ring
  have hle : ‖detuning H w (x - minimizer H w η b)‖ ≤
      detuningNorm H w * ‖x - minimizer H w η b‖ :=
    (LinearMap.toContinuousLinearMap (detuning H w)).le_opNorm _
  have hsq := pow_le_pow_left₀ (norm_nonneg _) hle 2
  rw [mul_pow] at hsq
  rw [hA]
  refine ⟨by positivity, div_le_div_of_nonneg_right ?_ (by positivity)⟩
  linarith

end

end DynamicalDMRG
```

```lean
#print axioms DynamicalDMRG.eigenvalue_bounds
#print axioms DynamicalDMRG.spectral_error
```

```
'DynamicalDMRG.eigenvalue_bounds' depends on axioms: [propext, Classical.choice, Quot.sound]
'DynamicalDMRG.spectral_error' depends on axioms: [propext, Classical.choice, Quot.sound]
```

## The response at one frequency

Let H be the Hamiltonian, ψ₀ the normalised ground state with energy E₀, and A the operator through which the probe acts. The excited vector is b = Aψ₀, in general not normalised. The real number w is the total energy E₀ + ω, where ω is the excitation frequency in units with ħ = 1; textbooks often write the two terms separately. The broadening η > 0 stands for finite resolution: each excitation appears as a Lorentzian of half-width η. The quantity wanted is

S = −(1/π) Im⟨b, (w + iη − H)⁻¹ b⟩.

With M = (H − w)² + η², the functional to be minimised is

W(x) = ⟨x, Mx⟩ + 2η Re⟨b, x⟩.

The theorem `dynamical_variational_principle` says that, for η ≠ 0, x₀ = −η M⁻¹ b gives a strictly lower W than any other vector, and that

W(x₀) = η Im⟨b, (w + iη − H)⁻¹ b⟩.

For η > 0 this is −πηS. Then `spectral_error` bounds the error of the estimate −W(x)/(πη) for any trial vector x:

0 ≤ S + W(x)/(πη) ≤ (η² + ‖H − w‖²) ‖x − x₀‖² / (πη).

The estimate never exceeds S, and an error of first order in the vector costs only second order in the spectrum. Finally, `eigenvalue_bounds` places every eigenvalue of M in [η², η² + ‖H − w‖²]. For η ≠ 0, the ratio of any two eigenvalues is therefore at most 1 + ‖H − w‖²/η². Unless H = w, this bound grows as |η| shrinks, which is relevant to iterative solvers at high resolution.

In the Lean code, `E` is a complex inner-product space, finite-dimensional in the definition of `detuningNorm` and from `isUnit_operators` onwards, as for electrons in a finite orbital basis. `H` is a linear map `Module.End ℂ E`, and `LinearMap.IsSymmetric H` says that it is Hermitian. The inner product is conjugate-linear in its first argument, as in Dirac notation. `detuning` is H − w, `normalOp` is M, `greenOp` is the Green's operator, `minimizer` is x₀, and `detuningNorm` is the operator norm ‖H − w‖. The vector `b` is arbitrary, so neither ψ₀ nor A appears in the code.

What is not covered here is the step to an actual run of the density matrix renormalization group (DMRG), which starts from an approximate ψ₀ and E₀ and searches only matrix product states of limited bond dimension; no bound is given on how close it comes to x₀.

## Completing the square

Write D = H − w. Since w is real, D is Hermitian (`detuning_symmetric`), so

⟨x, My⟩ = ⟨Dx, Dy⟩ + η²⟨x, y⟩,
⟨x, Mx⟩ = ‖Dx‖² + η²‖x‖².

These are `inner_normalOp` and `expectation_normalOp`. Here x need not be normalised; ⟨x, Mx⟩ is called an expectation value all the same, and for the physical state along x it has to be divided by ‖x‖². If η ≠ 0 and Mx = 0, the second line forces x = 0, so M is invertible. If (w + iη − H)x = 0, then Dx = iηx, hence Mx = (iη)²x + η²x = 0 and again x = 0. Both inverses therefore exist (`isUnit_operators`), and x₀ solves Mx₀ = −ηb (`normalOp_minimizer`).

Now put d = x − x₀ and expand:

⟨d, Md⟩ = ⟨x, Mx⟩ − 2 Re⟨x, Mx₀⟩ + ⟨x₀, Mx₀⟩
= ⟨x, Mx⟩ + 2η Re⟨b, x⟩ − η Re⟨b, x₀⟩.

Setting x = x₀ in W gives W(x₀) = η Re⟨b, x₀⟩. Therefore

W(x) = W(x₀) + ‖Dd‖² + η²‖d‖².

This is `functional_eq_add`. In its proof, `h1` and `h2` evaluate the cross terms and `ring` collects them. The last term is positive unless x = x₀, which makes the minimiser unique.

## The value at the minimum

The vector g = (w + iη − H)⁻¹ b is called the correction vector. The lemma `correction_vector` shows that

g = η⁻¹Dx₀ + ix₀.

To check this, apply w + iη − H = iη − D to the right-hand side:

iDx₀ − ηx₀ − η⁻¹D²x₀ − iDx₀ = −η⁻¹Mx₀ = b.

In Lean this is `hg`, and applying the inverse to both sides finishes the lemma. Taking the overlap with b gives

Im⟨b, g⟩ = η⁻¹ Im⟨b, Dx₀⟩ + Re⟨b, x₀⟩.

The first term vanishes. Indeed,

−η⟨Dx₀, b⟩ = ⟨Dx₀, Mx₀⟩ = ⟨Dx₀, D(Dx₀)⟩ + η²⟨Dx₀, x₀⟩,

and both terms on the right are expectation values of the Hermitian operator D, hence real. The steps `h0` and `h1` in the main theorem carry this out. What is left is η Im⟨b, g⟩ = η Re⟨b, x₀⟩ = W(x₀).

## Bounds on eigenvalues and on the spectral error

If Mx = μx with x ≠ 0, the expectation value of M gives

μ‖x‖² = ‖Dx‖² + η²‖x‖².

So μ is real, and 0 ≤ ‖Dx‖² ≤ ‖D‖²‖x‖² yields both bounds after division by ‖x‖². The Lean proof compares real and imaginary parts and takes the norm estimate from `le_opNorm`.

For the spectral error, divide the completed square by πη:

S + W(x)/(πη) = (‖Dd‖² + η²‖d‖²)/(πη).

The right-hand side is nonnegative, and the same norm estimate, applied to d, bounds it from above.

## From a trivial kernel to an inverse in Lean

The code writes inverses as `Ring.inverse`, which is defined for every element of a ring and returns zero when the element is not invertible. The definitions of x₀ and of the Green's operator thus need no proof of invertibility, but the cancellation rules `Ring.mul_inverse_cancel` and `Ring.inverse_mul_cancel` do: they ask for `IsUnit`. That is supplied by `LinearMap.isUnit_iff_ker_eq_bot`, by which a linear map from a finite-dimensional space to itself is invertible exactly when its kernel is trivial. The positivity of ⟨x, Mx⟩ for x ≠ 0 is thereby turned into the right to cancel an inverse.
